# Recovering a magnetisation between −1 and 1 from its inverse hyperbolic tangent

For a real number m with |m| < 1, read as a magnetisation in units of its saturation value, the lemma states that tanh(atanh m) = m, where atanh m is defined as half the difference of log(1 + m) and log(1 − m). It is an identity of real functions: no spin model, dynamics or equilibrium condition enters the statement. Writing u and v for the exponentials of atanh m and −atanh m, the attempt first proves u²(1 − m) = 1 + m and uv = 1. It then turns the goal into (u − v)/2 = m(u + v)/2 and tries to obtain this as a linear combination of those two facts.

The first attempt, which Lean rejects:

```lean
import Mathlib

open Finset

namespace MeanFieldGlauber

noncomputable section

/-- The inverse hyperbolic tangent, written with logarithms. -/
def atanh (m : ℝ) : ℝ := (Real.log (1 + m) - Real.log (1 - m)) / 2

/-- On magnetizations strictly between -1 and 1, `atanh` is inverted by `tanh`. -/
theorem tanh_atanh {m : ℝ} (hm : |m| < 1) : Real.tanh (atanh m) = m := by
  obtain ⟨h1, h2⟩ := abs_lt.1 hm
  have hp : 0 < 1 + m := by linarith
  have hq : 0 < 1 - m := by linarith
  have huu : Real.exp (atanh m) * Real.exp (atanh m) * (1 - m) = 1 + m := by
    rw [← Real.exp_add, show atanh m + atanh m = Real.log (1 + m) - Real.log (1 - m) by
      unfold atanh; ring, Real.exp_sub, Real.exp_log hp, Real.exp_log hq,
      div_mul_cancel₀ _ hq.ne']
  have huv : Real.exp (atanh m) * Real.exp (-atanh m) = 1 := by
    rw [← Real.exp_add, add_neg_cancel, Real.exp_zero]
  rw [Real.tanh_eq_sinh_div_cosh, div_eq_iff (Real.cosh_pos _).ne', Real.sinh_eq, Real.cosh_eq]
  linear_combination (-Real.exp (-atanh m) / 2) * huu
    + (Real.exp (atanh m) * (1 - m) / 2) * huv

end

end MeanFieldGlauber
```

Messages:

```
Main.lean:24:2: error: ring failed, ring expressions not equal
m : ℝ
hm : |m| < 1
h1 : -1 < m
h2 : m < 1
hp : 0 < 1 + m
hq : 0 < 1 - m
huu : Real.exp (atanh m) * Real.exp (atanh m) * (1 - m) = 1 + m
huv : Real.exp (atanh m) * Real.exp (-atanh m) = 1
⊢ Real.exp (atanh m) - Real.exp (atanh m) * m - Real.exp (-atanh m) - Real.exp (-atanh m) * m = 0
```

The change, after which it compiles:

```diff
@@ -22,6 +22,6 @@
     rw [← Real.exp_add, add_neg_cancel, Real.exp_zero]
   rw [Real.tanh_eq_sinh_div_cosh, div_eq_iff (Real.cosh_pos _).ne', Real.sinh_eq, Real.cosh_eq]
-  linear_combination (-Real.exp (-atanh m) / 2) * huu
-    + (Real.exp (atanh m) * (1 - m) / 2) * huv
+  linear_combination (Real.exp (-atanh m) / 2) * huu
+    - (Real.exp (atanh m) * (1 - m) / 2) * huv
 
 end
```

Diagnosis. The message says that `ring` could not verify the identity left by `linear_combination`. That tactic subtracts the proposed combination of hypotheses from the goal, left side minus right side in each, and the result must vanish by algebra alone.

Here both coefficients have the wrong sign. The goal's difference is D = (u(1 − m) − v(1 + m))/2, but the given combination of `huu` and `huv` yields −D. Subtracting it leaves 2D, which is exactly the expression in the message. That expression is in fact zero, but only because of `huu` and `huv`, and the closing `ring` call does not use hypotheses.

The repair reverses both signs, taking v/2 times `huu` minus u(1 − m)/2 times `huv`. The terms in u²v cancel and what remains is D itself, so the subtraction gives zero identically and `ring` succeeds.
